# Orbital rotations act on CI vectors through minors and keep the excitation level if occupied and virtual orbitals do not mix

When a matrix $U$ mixes a finite set of orbitals, the matrix $L(U)$ of $k\times k$ minors of $U$ takes the CI coefficients of a $k$-electron wavefunction over the new orbitals to coefficients over the original ones. Successive mixings compose, and a unitary $U$ gives a unitary $L(U)$. If $U$ does not mix occupied with virtual orbitals, $L(U)$ connects only configurations with equally many virtual orbitals.

For truncated CI in a finite orbital set, this means that a CISD wavefunction written in orbitals rotated within the occupied and virtual blocks is also a CISD wavefunction in the original orbitals.

## Configurations, determinants and minors

```lean
import Mathlib

open Matrix

namespace CIOrbitalRotation

noncomputable section
```

A configuration $I$ selects $k$ of $n$ spin orbitals. It is stored as a strictly increasing map, so $I(b)$ is its $b$-th orbital.

```lean
/-- A configuration: `k` of the `n` spin orbitals, listed in increasing order. -/
abbrev Config (k n : ℕ) := {I : Fin k → Fin n // StrictMono I}

instance (k n : ℕ) : Fintype (Config k n) := Fintype.ofFinite _
```

The scalars `R` form any commutative ring, such as $\mathbb R$ or $\mathbb C$, and `X` holds the space and spin coordinates of one electron. The entry $L(U)_{IJ}=\det U[I,J]$ takes rows from $I$ and columns from $J$. Despite the name `ciRotation`, $U$ may be any square matrix until unitarity is assumed.

```lean
variable {R X : Type*} [CommRing R] {k n : ℕ}

/-- The matrix `L(U)` on configurations, whose entry `I, J` is the minor of `U` with
rows `I` and columns `J`. -/
def ciRotation (k : ℕ) (U : Matrix (Fin n) (Fin n) R) :
    Matrix (Config k n) (Config k n) R :=
  Matrix.of fun I J => (U.submatrix I.1 J.1).det
```

The columns of $U$ define the new orbitals, $\varphi'_q=\sum_p\varphi_pU_{pq}$.

```lean
/-- The rotated orbitals `φ'_q = ∑ p, φ_p U_pq`. -/
def rotateOrbitals (U : Matrix (Fin n) (Fin n) R) (φ : Fin n → X → R) : Fin n → X → R :=
  fun q r => ∑ p, φ p r * U p q
```

The Slater determinant is $D_I[\varphi](x)=\det_{ab}\varphi_{I(b)}(x_a)$, without the usual factor $1/\sqrt{k!}$. That factor is common to all configurations and does not affect the transformation law.

```lean
/-- The unnormalised Slater determinant of configuration `I` at electron coordinates `x`. -/
def slater (φ : Fin n → X → R) (I : Config k n) (x : Fin k → X) : R :=
  (Matrix.of fun a b => φ (I.1 b) (x a)).det
```

The CI wavefunction is $\Psi[\varphi,c]=\sum_I c_I D_I[\varphi]$.

```lean
/-- The CI wavefunction with coefficients `c` over the Slater determinants of `φ`. -/
def ciWave (φ : Fin n → X → R) (c : Config k n → R) (x : Fin k → X) : R :=
  ∑ I, c I * slater φ I x
```

Given a set $O$ of occupied orbitals, `level` counts the orbitals of $I$ outside $O$. This is the usual excitation level when $O$ has $k$ members, which the definition does not require.

```lean
/-- The excitation level of a configuration: the number of its orbitals that lie outside
the occupied set `O`. -/
def level (O : Finset (Fin n)) (I : Config k n) : ℕ :=
  (Finset.univ.filter fun a => I.1 a ∉ O).card
```

The condition `OccVirtBlock` says that $U_{pq}=0$ whenever exactly one of $p,q$ is occupied. Physically, the rotation acts separately within the two orbital spaces.

```lean
/-- `U` is block diagonal: it has no element between an occupied and a virtual orbital. -/
def OccVirtBlock (O : Finset (Fin n)) (U : Matrix (Fin n) (Fin n) R) : Prop :=
  ∀ p q, ¬(p ∈ O ↔ q ∈ O) → U p q = 0
```

## (a) A surviving term in a nonzero determinant

Let $M$ be a $k\times k$ matrix with $\det M\ne0$. Show that some permutation $\sigma$ satisfies
$$M_{\sigma(i)\,i}\neq0\quad\text{for every } i.$$

**Solution.** Write $\det M=\sum_\sigma \operatorname{sgn}\sigma\prod_i M_{\sigma(i)i}$. If every permutation had a zero factor, every product would vanish, and so would the determinant. The Lean proof is this contradiction, with `Finset.prod_eq_zero` removing each product.

```lean
/-- A nonzero determinant contains a permutation all of whose factors are nonzero. -/
theorem exists_perm_of_det_ne_zero (M : Matrix (Fin k) (Fin k) R) (h : M.det ≠ 0) :
    ∃ σ : Equiv.Perm (Fin k), ∀ i, M (σ i) i ≠ 0 := by
  by_contra hn
  apply h
  rw [Matrix.det_apply']
  refine Finset.sum_eq_zero fun σ _ => ?_
  have hz : ∃ i, M (σ i) i = 0 := by
    by_contra hc
    exact hn ⟨σ, fun i hi => hc ⟨i, hi⟩⟩
  obtain ⟨i, hi⟩ := hz
  have hp : ∏ j, M (σ j) j = 0 := Finset.prod_eq_zero (Finset.mem_univ i) hi
  exact mul_eq_zero_of_right _ hp
```

## (b) The determinant of a product through $n$ orbitals

For $A$ of size $k\times n$ and $B$ of size $n\times k$, prove the Cauchy–Binet formula
$$\det(AB)=\sum_I\det A[:,I]\,\det B[I,:].$$

**Solution.** Expand the determinant, then choose one intermediate orbital $f(i)$ for each $i$:
$$\det(AB)=\sum_\sigma\operatorname{sgn}\sigma\prod_i\sum_pA_{\sigma(i)p}B_{pi}
=\sum_f\det A[:,f]\prod_iB_{f(i)i}.$$
If $f$ repeats an orbital, $A[:,f]$ has two equal columns and the term is zero. Otherwise $f=I\circ\sigma$ for exactly one configuration $I$ and permutation $\sigma$, and $\det A[:,I\circ\sigma]=\operatorname{sgn}\sigma\det A[:,I]$. Hence
$$\det(AB)=\sum_I\det A[:,I]\sum_\sigma\operatorname{sgn}\sigma\prod_iB_{I(\sigma(i))\,i},$$
and the inner sum is $\det B[I,:]$.

In Lean, `expand` is the first display and `regroup` writes the right side of the formula as a sum over pairs $(I,\sigma)$. `Fintype.sum_of_injective` compares the two sums: its first goal is uniqueness of the pair, and its second shows that all other assignments contribute zero. `Tuple.sort` does the sorting.

```lean
/-- Cauchy–Binet formula: the determinant of a product through `n` orbitals is a sum over
configurations of products of minors. -/
theorem cauchyBinet (A : Matrix (Fin k) (Fin n) R) (B : Matrix (Fin n) (Fin k) R) :
    (A * B).det =
      ∑ I : Config k n, (A.submatrix id I.1).det * (B.submatrix I.1 id).det := by
  -- expand over all assignments of orbitals, repeated ones included
  have expand : (A * B).det =
      ∑ f : Fin k → Fin n, (A.submatrix id f).det * ∏ i, B (f i) i := by
    simp only [Matrix.det_apply', Matrix.mul_apply, Finset.prod_univ_sum,
      Fintype.piFinset_univ, Finset.mul_sum, Finset.sum_mul, Matrix.submatrix_apply, id_eq]
    rw [Finset.sum_comm]
    refine Finset.sum_congr rfl fun f _ => Finset.sum_congr rfl fun σ _ => ?_
    rw [Finset.prod_mul_distrib]
    ring
  -- write the right side as a sum over configurations and permutations
  have regroup : ∑ I : Config k n, (A.submatrix id I.1).det * (B.submatrix I.1 id).det =
      ∑ y : Config k n × Equiv.Perm (Fin k),
        (A.submatrix id (y.1.1 ∘ y.2)).det * ∏ i, B (y.1.1 (y.2 i)) i := by
    rw [Fintype.sum_prod_type]
    refine Finset.sum_congr rfl fun I _ => ?_
    rw [Matrix.det_apply' (B.submatrix I.1 id), Finset.mul_sum]
    refine Finset.sum_congr rfl fun σ _ => ?_
    have hσ : (A.submatrix id (I.1 ∘ σ)).det =
        ((Equiv.Perm.sign σ : ℤ) : R) * (A.submatrix id I.1).det :=
      Matrix.det_permute' σ (A.submatrix id I.1)
    simp only [hσ, Matrix.submatrix_apply, id_eq]
    ring
  rw [expand, regroup]
  symm
  refine Fintype.sum_of_injective
    (fun y : Config k n × Equiv.Perm (Fin k) => y.1.1 ∘ y.2) ?_ _ _ ?_ (fun _ => rfl)
  · rintro ⟨I, σ⟩ ⟨J, τ⟩ h
    have h' : I.1 ∘ σ = J.1 ∘ τ := h
    have hr : Set.range I.1 = Set.range J.1 := by
      rw [← σ.surjective.range_comp I.1, h', τ.surjective.range_comp]
    obtain rfl : I = J := Subtype.ext ((StrictMono.range_inj I.2 J.2).1 hr)
    have hστ : σ = τ := Equiv.ext fun i => I.2.injective (congrFun h' i)
    rw [hστ]
  · intro f hf
    by_cases hi : Function.Injective f
    · -- an assignment without repetition can be sorted
      exact absurd ⟨(⟨f ∘ Tuple.sort f, (Tuple.monotone_sort f).strictMono_of_injective
        (hi.comp (Tuple.sort f).injective)⟩, (Tuple.sort f).symm), by
          funext i; simp [Function.comp]⟩ hf
    · -- a repeated orbital gives two equal columns
      simp only [Function.Injective, not_forall] at hi
      obtain ⟨a, b, hab, hne⟩ := hi
      have hd : (A.submatrix id f).det = 0 :=
        Matrix.det_zero_of_column_eq hne fun i => by simp [hab]
      rw [hd, zero_mul]
```

## (c) The CI wavefunction in rotated orbitals

Express a CI wavefunction over the rotated orbitals in the original ones:
$$\Psi[\varphi',c](x)=\Psi[\varphi,L(U)c](x).$$

**Solution.** Put $A_{ap}=\varphi_p(x_a)$ and $B_{pb}=U_{pJ(b)}$. Then $D_J[\varphi'](x)=\det(AB)$, and (b) gives
$$D_J[\varphi'](x)=\sum_I D_I[\varphi](x)\,L(U)_{IJ}.$$
Multiply by $c_J$, sum over $J$ and exchange the sums. The coefficient of $D_I[\varphi]$ is $\sum_JL(U)_{IJ}c_J$.

The determinant expansion is `hs` in Lean. Note the direction: $L(U)$ takes coefficients over the rotated orbitals to coefficients over the original ones.

```lean
/-- A CI wavefunction with coefficients `c` over rotated orbitals is the CI wavefunction
with coefficients `L(U) c` over the original orbitals. -/
theorem ciWave_rotate (U : Matrix (Fin n) (Fin n) R) (φ : Fin n → X → R)
    (c : Config k n → R) (x : Fin k → X) :
    ciWave (rotateOrbitals U φ) c x = ciWave φ (ciRotation k U *ᵥ c) x := by
  -- each rotated Slater determinant expands by Cauchy–Binet
  have hs : ∀ J : Config k n, slater (rotateOrbitals U φ) J x =
      ∑ I, slater φ I x * ciRotation k U I J := fun J =>
    cauchyBinet (Matrix.of fun a p => φ p (x a)) (U.submatrix id J.1)
  simp only [ciWave, hs, Matrix.mulVec, dotProduct, Finset.mul_sum, Finset.sum_mul]
  rw [Finset.sum_comm]
  refine Finset.sum_congr rfl fun I _ => Finset.sum_congr rfl fun J _ => ?_
  ring
```

## (d) Two successive rotations

Show that
$$L(UV)=L(U)L(V).$$

**Solution.** The rows $I$ and columns $J$ of $UV$ form the product $U[I,:]\,V[:,J]$. By (b), its determinant is $\sum_K\det U[I,K]\det V[K,J]$, which is the $I,J$ entry of $L(U)L(V)$.

```lean
/-- Successive orbital rotations compose on CI vectors: `L(UV) = L(U) L(V)`. -/
theorem ciRotation_mul (U V : Matrix (Fin n) (Fin n) R) :
    ciRotation k (U * V) = ciRotation k U * ciRotation k V := by
  ext I J
  rw [Matrix.mul_apply]
  exact cauchyBinet (U.submatrix I.1 id) (V.submatrix id J.1)
```

## (e) The identity rotation

Show that
$$L(1)=1.$$

**Solution.** For $I=J$ the minor is the determinant of a $k\times k$ identity matrix, which is 1. Suppose the minor is nonzero for some $I\ne J$. By (a) there is a $\sigma$ with $I(\sigma(i))=J(i)$ for every $i$, so $I$ and $J$ contain the same orbitals. Both are increasing, so $I=J$, a contradiction. `StrictMono.range_inj` supplies this last step.

```lean
/-- The identity rotation of the orbitals leaves every CI vector unchanged. -/
theorem ciRotation_one : ciRotation k (1 : Matrix (Fin n) (Fin n) R) = 1 := by
  ext I J
  change ((1 : Matrix (Fin n) (Fin n) R).submatrix I.1 J.1).det = _
  by_cases h : I = J
  · subst h
    rw [Matrix.one_apply_eq, Matrix.submatrix_one _ I.2.injective, Matrix.det_one]
  · rw [Matrix.one_apply_ne h]
    by_contra hd
    obtain ⟨σ, hσ⟩ := exists_perm_of_det_ne_zero _ hd
    have he : I.1 ∘ σ = J.1 := by
      funext i
      by_contra hne
      exact hσ i (Matrix.one_apply_ne hne)
    apply h
    apply Subtype.ext
    apply (StrictMono.range_inj I.2 J.2).1
    rw [← σ.surjective.range_comp I.1, he]
```

## (f) Unitary rotations

Let $U^\dagger U=1$. Show that
$$L(U)^\dagger L(U)=1.$$

**Solution.** Conjugating a minor gives $\overline{\det U[J,I]}=\det U^\dagger[I,J]$, so $L(U)^\dagger=L(U^\dagger)$; this is `hc`. By (d) and (e),
$$L(U)^\dagger L(U)=L(U^\dagger U)=L(1)=1.$$

`StarRing R` provides the conjugation, which is the ordinary one for $\mathbb C$. The theorem concerns coefficient vectors. To read $|c_I|^2$ as the weight of a configuration in the physical state, one also needs orthonormal orbitals, normalised determinants and $\sum_I|c_I|^2=1$, none of which is among the hypotheses.

```lean
/-- A unitary rotation of the orbitals acts unitarily on CI vectors. -/
theorem ciRotation_unitary [StarRing R] (U : Matrix (Fin n) (Fin n) R) (hU : Uᴴ * U = 1) :
    (ciRotation k U)ᴴ * ciRotation k U = 1 := by
  have hc : (ciRotation k U)ᴴ = ciRotation k Uᴴ := by
    ext I J
    exact (Matrix.det_conjTranspose (U.submatrix J.1 I.1)).symm
  rw [hc, ← ciRotation_mul, hU, ciRotation_one]
```

## (g) Real orthogonal rotations

For real $U$ with $U^{\mathsf T}U=1$, show that
$$L(U)^{\mathsf T}L(U)=1.$$

**Solution.** Real conjugation does nothing, so $U^\dagger=U^{\mathsf T}$ and likewise for $L(U)$. The claim is then (f), and the Lean proof makes the same replacement.

```lean
/-- For a real matrix `U`, `L(U)` is orthogonal when `U` is. -/
theorem ciRotation_orthogonal (U : Matrix (Fin n) (Fin n) ℝ) (hU : Uᵀ * U = 1) :
    (ciRotation k U)ᵀ * ciRotation k U = 1 := by
  rw [← Matrix.conjTranspose_eq_transpose_of_trivial] at hU ⊢
  exact ciRotation_unitary U hU
```

## (h) Rotations within the occupied and virtual spaces

Let $U$ have no element between occupied and virtual orbitals, and let $\ell(I)$ be the excitation level of $I$. Show that
$$\ell(I)\ne\ell(J)\;\Longrightarrow\;L(U)_{IJ}=0.$$

**Solution.** Suppose $L(U)_{IJ}\ne0$. By (a) there is a $\sigma$ with $U_{I(\sigma(i))\,J(i)}\ne0$ for every $i$. The block condition then makes $I(\sigma(i))$ occupied exactly when $J(i)$ is. So $\sigma$ pairs the virtual orbitals of $J$ one to one with those of $I$, and $\ell(I)=\ell(J)$. In Lean, `hm` is the matching and `Finset.card_equiv` compares the counts.

Unitarity of $U$ is not needed here. If it is added, (f) suggests a further consequence, left here without a formal proof: each block of $L(U)$ is unitary, so the sum of $|c_I|^2$ at each level is conserved.

```lean
/-- If `U` does not mix occupied with virtual orbitals, `L(U)` has no element between
configurations of different excitation level. -/
theorem ciRotation_eq_zero (O : Finset (Fin n)) (U : Matrix (Fin n) (Fin n) R)
    (hU : OccVirtBlock O U) (I J : Config k n) (hIJ : level O I ≠ level O J) :
    ciRotation k U I J = 0 := by
  by_contra h
  obtain ⟨σ, hσ⟩ := exists_perm_of_det_ne_zero (U.submatrix I.1 J.1) h
  -- the permutation matches virtual orbitals of `J` with virtual orbitals of `I`
  have hm : ∀ i, I.1 (σ i) ∈ O ↔ J.1 i ∈ O := fun i => by
    by_contra hn
    exact hσ i (hU _ _ hn)
  apply hIJ
  symm
  exact Finset.card_equiv σ fun i => by simp [hm i]


end

end CIOrbitalRotation
```

```lean
#print axioms CIOrbitalRotation.ciWave_rotate
-- 'CIOrbitalRotation.ciWave_rotate' depends on axioms: [propext, Classical.choice, Quot.sound]
#print axioms CIOrbitalRotation.ciRotation_orthogonal
-- 'CIOrbitalRotation.ciRotation_orthogonal' depends on axioms: [propext, Classical.choice, Quot.sound]
#print axioms CIOrbitalRotation.ciRotation_eq_zero
-- 'CIOrbitalRotation.ciRotation_eq_zero' depends on axioms: [propext, Classical.choice, Quot.sound]
```
